# Changing gamma-matrix representations with a sum over subsets

To carry a four-component spinor from the Dirac to the chiral representation, one needs an invertible matrix $S$ with $\gamma'_\mu S=S\gamma_\mu$; then $\psi'=S\psi$, up to normalisation. Such an $S$ can be computed from a suitable trial matrix $F$:

$$S=\sum_A G'_A\,F\,G_A^{-1}.$$

Here $A$ runs over all subsets of the labels, and $G_A$, $G'_A$ are the products of the $\gamma_\mu$, $\gamma'_\mu$ with $\mu\in A$, in increasing order. Both families anticommute pairwise and have the same squares $\pm1$. If each consists of four $4\times4$ matrices and a similarity relates them, $S$ is either zero or invertible, so a bad choice of $F$ is easy to recognise.

## The relations and the sum

In Lean 4 with Mathlib:

```lean
import Mathlib

open Matrix

namespace CliffordIntertwiner

noncomputable section

variable {d : ℕ} {ε : Fin d → ℤˣ}
variable {m n : Type*} [Fintype m] [DecidableEq m] [Fintype n] [DecidableEq n]
```

There are `d` labels, and `ε` gives each a sign, since the invertible integers `ℤˣ` are $\pm1$. The index types `m` and `n` allow the two families to have different matrix sizes.

```lean
/-- The matrices `γ μ` anticommute pairwise and have squares `ε μ = ±1`. -/
structure IsClifford (ε : Fin d → ℤˣ) (γ : Fin d → Matrix n n ℂ) : Prop where
  sq : ∀ μ, γ μ * γ μ = ((ε μ : ℤ) : Matrix n n ℂ)
  anti : ∀ μ ν, μ ≠ ν → γ μ * γ ν = -(γ ν * γ μ)
```

`IsClifford ε γ` says that $\gamma_\mu^2=\varepsilon_\mu 1$ and that different $\gamma_\mu$ anticommute. The signs encode the metric signature.

```lean
/-- The sum of `G'_A F G_A⁻¹` over all sublists `A` of a list of labels, where `G_A` is the
ordered product of the matrices labelled by `A`. -/
def partialSum (γ' : Fin d → Matrix m m ℂ) (γ : Fin d → Matrix n n ℂ) (F : Matrix m n ℂ)
    (l : List (Fin d)) : Matrix m n ℂ :=
  (l.sublists'.map fun A => (A.map γ').prod * F * ((A.map γ).prod)⁻¹).sum
```

For a list $l$ of labels, this is the sum restricted to subsets of $l$. Call it $S_l$; for the empty list it is $F$.

```lean
/-- The sum `S` of `G'_A F G_A⁻¹` over all subsets `A` of the `d` labels, each subset listed in
increasing order. -/
def intertwiner (γ' : Fin d → Matrix m m ℂ) (γ : Fin d → Matrix n n ℂ) (F : Matrix m n ℂ) :
    Matrix m n ℂ :=
  partialSum γ' γ F (List.finRange d)
```

`intertwiner` is the full $S$, with the list $0,\dots,d-1$.

```lean
/-- A further label `a` in front adds the previous sum, multiplied by `γ'_a` from the left and
by `γ_a⁻¹` from the right. -/
theorem partialSum_cons (γ' : Fin d → Matrix m m ℂ) (γ : Fin d → Matrix n n ℂ)
    (F : Matrix m n ℂ) (a : Fin d) (l : List (Fin d)) : partialSum γ' γ F (a :: l) =
      partialSum γ' γ F l + γ' a * partialSum γ' γ F l * (γ a)⁻¹ := by
  simp only [partialSum, List.sublists'_cons, List.map_append, List.sum_append, List.map_map]
  refine congrArg₂ (· + ·) rfl ?_
  generalize l.sublists' = L
  induction L with
  | nil => simp
  | cons A L ih =>
    simp only [List.map_cons, List.sum_cons]
    rw [ih, Matrix.mul_add, Matrix.add_mul]
    refine congrArg₂ (· + ·) ?_ rfl
    simp only [Function.comp_apply, List.map_cons, List.prod_cons, Matrix.mul_inv_rev,
      Matrix.mul_assoc]
```

Subsets of $a::l$ (the list $l$ with $a$ put in front) either omit $a$ or contain it, so
$$S_{a::l}=S_l+\gamma'_aS_l\gamma_a^{-1}.$$

```lean
/-- Each Clifford generator has an invertible determinant. -/
theorem isUnit_det {γ : Fin d → Matrix n n ℂ} (h : IsClifford ε γ) (μ : Fin d) :
    IsUnit (γ μ).det := by
  rcases Int.units_eq_one_or (ε μ) with q | q
  · exact Matrix.isUnit_det_of_right_inverse (B := γ μ) (by simp [h.sq, q])
  · exact Matrix.isUnit_det_of_right_inverse (B := -γ μ) (by simp [h.sq, q])
```

Each $\gamma_\mu$ is invertible, with inverse $\varepsilon_\mu\gamma_\mu$.

## Intertwining for every trial matrix

```lean
/-- For every `F`, the sum `S` over subsets satisfies `γ'_μ S = S γ_μ`, if both families
anticommute and have the same squares `±1`. -/
theorem gamma_mul_intertwiner {γ' : Fin d → Matrix m m ℂ} {γ : Fin d → Matrix n n ℂ}
    (h' : IsClifford ε γ') (h : IsClifford ε γ) (F : Matrix m n ℂ) (μ : Fin d) :
    γ' μ * intertwiner γ' γ F = intertwiner γ' γ F * γ μ := by
  have key : ∀ l : List (Fin d), μ ∈ l →
      γ' μ * partialSum γ' γ F l = partialSum γ' γ F l * γ μ := by
    intro l
    induction l with
    | nil => simp
    | cons a l ih =>
      intro hμ
      have u := isUnit_det h a
      rw [partialSum_cons]
      generalize partialSum γ' γ F l = S at ih ⊢
      by_cases e : μ = a
      · -- the two terms are exchanged, because the squares agree
        have q : γ' a * γ' a * S = S * (γ a * γ a) := by
          rw [h'.sq, h.sq]
          rcases Int.units_eq_one_or (ε a) with q | q <;>
            simp [q, Matrix.neg_mul, Matrix.mul_neg]
        have s : γ' a * (γ' a * S * (γ a)⁻¹) = S * γ a := by
          calc _ = γ' a * γ' a * S * (γ a)⁻¹ := by simp only [Matrix.mul_assoc]
            _ = S * γ a * (γ a * (γ a)⁻¹) := by rw [q]; simp only [Matrix.mul_assoc]
            _ = _ := by rw [Matrix.mul_nonsing_inv _ u, Matrix.mul_one]
        rw [e, Matrix.mul_add, s, Matrix.add_mul, Matrix.mul_assoc (γ' a * S),
          Matrix.nonsing_inv_mul _ u, Matrix.mul_one, add_comm]
      · -- both sides pick up the same sign
        have i := ih ((List.mem_cons.1 hμ).resolve_left e)
        have r : γ μ * (γ a)⁻¹ = -((γ a)⁻¹ * γ μ) := by
          calc _ = (γ a)⁻¹ * (γ a * γ μ) * (γ a)⁻¹ := by
                rw [← mul_assoc, Matrix.nonsing_inv_mul _ u, one_mul]
            _ = _ := by
                rw [h.anti a μ (Ne.symm e), mul_neg, neg_mul, mul_assoc, mul_assoc,
                  Matrix.mul_nonsing_inv _ u, mul_one]
        have s : γ' μ * (γ' a * S * (γ a)⁻¹) = γ' a * S * (γ a)⁻¹ * γ μ := by
          calc _ = γ' μ * γ' a * S * (γ a)⁻¹ := by simp only [Matrix.mul_assoc]
            _ = -(γ' a * (γ' μ * S) * (γ a)⁻¹) := by
                rw [h'.anti μ a e]; simp only [Matrix.neg_mul, Matrix.mul_assoc]
            _ = -(γ' a * S * (γ μ * (γ a)⁻¹)) := by rw [i]; simp only [Matrix.mul_assoc]
            _ = _ := by rw [r]; simp only [Matrix.mul_neg, neg_neg, Matrix.mul_assoc]
        rw [Matrix.mul_add, Matrix.add_mul, i, s]
  exact key _ (List.mem_finRange μ)
```

Both families must have the same signs `ε`; $F$ is arbitrary, and $S$ may vanish. The proof is by induction on the list, for a label $\mu$ in it. Write $S$ for the sum before $a$ is added; `by_cases` separates two situations.

If $\mu=a$, equal squares give $\gamma'_a\gamma'_aS\gamma_a^{-1}=S\gamma_a^2\gamma_a^{-1}=S\gamma_a$. Hence
$$\gamma'_a(S+\gamma'_aS\gamma_a^{-1})=\gamma'_aS+S\gamma_a=(S+\gamma'_aS\gamma_a^{-1})\gamma_a.$$

If $\mu\ne a$, the induction hypothesis `ih` gives $\gamma'_\mu S=S\gamma_\mu$, and two signs cancel:
$$\gamma'_\mu\gamma'_aS\gamma_a^{-1}=-\gamma'_aS\gamma_\mu\gamma_a^{-1}=\gamma'_aS\gamma_a^{-1}\gamma_\mu.$$

## Only scalars commute with all four

```lean
/-- A 4x4 matrix commuting with four Clifford generators is a multiple of the identity. -/
theorem scalar_of_commute {ε : Fin 4 → ℤˣ} {γ : Fin 4 → Matrix (Fin 4) (Fin 4) ℂ}
    (h : IsClifford ε γ) (X : Matrix (Fin 4) (Fin 4) ℂ) (hX : ∀ μ, Commute (γ μ) X) :
    ∃ c : ℂ, X = c • (1 : Matrix (Fin 4) (Fin 4) ℂ) := by
  have tr0 : ∀ (μ : Fin 4) (K : Matrix (Fin 4) (Fin 4) ℂ),
      γ μ * K = -(K * γ μ) → K.trace = 0 := by
    intro μ K hK
    have u := isUnit_det h μ
    have t : K.trace = -K.trace := by
      calc K.trace = (γ μ * K * (γ μ)⁻¹).trace := by
            rw [Matrix.trace_mul_comm, ← mul_assoc, Matrix.nonsing_inv_mul _ u, one_mul]
        _ = _ := by
            rw [hK, neg_mul, mul_assoc, Matrix.mul_nonsing_inv _ u, mul_one, Matrix.trace_neg]
    linear_combination t / 2
  have cancel : ∀ (μ : Fin 4) (Z K : Matrix (Fin 4) (Fin 4) ℂ),
      Commute (γ μ) Z → γ μ * K = -(K * γ μ) → Z * (1 + K) = 0 → Z = 0 := by
    intro μ Z K hZ hK z
    have w : Z * (1 - K) * γ μ = 0 := by
      calc _ = Z * (γ μ + -(K * γ μ)) := by noncomm_ring
        _ = Z * γ μ * (1 + K) := by rw [← hK]; noncomm_ring
        _ = 0 := by rw [← hZ.eq, mul_assoc, z, mul_zero]
    have v : Z * (1 - K) = 0 := by
      calc _ = Z * (1 - K) * γ μ * (γ μ)⁻¹ := by
            rw [mul_assoc _ (γ μ), Matrix.mul_nonsing_inv _ (isUnit_det h μ), mul_one]
        _ = 0 := by rw [w, zero_mul]
    have t : (2 : ℂ) • Z = 0 := by
      calc _ = Z * (1 + K) + Z * (1 - K) := by rw [two_smul]; noncomm_ring
        _ = 0 := by rw [z, v, add_zero]
    exact (smul_eq_zero.1 t).resolve_left two_ne_zero
  have pass : ∀ κ μ ν, κ ≠ μ → κ ≠ ν → Commute (γ κ) (γ μ * γ ν) := by
    intro κ μ ν a b
    change γ κ * (γ μ * γ ν) = γ μ * γ ν * γ κ
    rw [← mul_assoc, h.anti κ μ a, neg_mul, mul_assoc, h.anti κ ν b, mul_neg, neg_neg, mul_assoc]
  -- a multiple of `γ_μ γ_ν` squares to one
  have root : ∀ μ ν : Fin 4, μ ≠ ν → ∃ P : Matrix (Fin 4) (Fin 4) ℂ,
      P * P = 1 ∧ γ μ * P = -(P * γ μ) ∧
      ∀ Y : Matrix (Fin 4) (Fin 4) ℂ, Commute Y (γ μ * γ ν) → Commute Y P := by
    intro μ ν e
    have s : γ μ * γ ν * (γ μ * γ ν) = -(γ μ * γ μ * (γ ν * γ ν)) := by
      calc _ = γ μ * (γ ν * γ μ) * γ ν := by simp only [mul_assoc]
        _ = _ := by rw [h.anti ν μ e.symm]; noncomm_ring
    rw [h.sq μ, h.sq ν] at s
    have s' : γ μ * γ ν * (γ μ * γ ν) = 1 ∨ γ μ * γ ν * (γ μ * γ ν) = -1 := by
      rw [s]
      rcases Int.units_eq_one_or (ε μ) with a | a <;>
        rcases Int.units_eq_one_or (ε ν) with b | b <;> simp [a, b]
    obtain ⟨u, hu⟩ : ∃ u : ℂ, (u • (γ μ * γ ν)) * (u • (γ μ * γ ν)) = 1 := by
      rcases s' with q | q
      · exact ⟨1, by rw [one_smul, q]⟩
      · exact ⟨Complex.I, by rw [smul_mul_smul_comm, q, Complex.I_mul_I]; simp⟩
    have f : γ μ * (γ μ * γ ν) = -(γ μ * γ ν * γ μ) := by
      rw [mul_assoc (γ μ) (γ ν), h.anti ν μ e.symm, mul_neg, neg_neg]
    exact ⟨_, hu, by rw [mul_smul_comm, smul_mul_assoc, f, smul_neg], fun Y c => c.smul_right u⟩
  obtain ⟨P, hP, fP, cP⟩ := root 0 1 (by decide)
  obtain ⟨Q, hQ, fQ, cQ⟩ := root 2 3 (by decide)
  have q0 := cQ _ (pass 0 2 3 (by decide) (by decide))
  have q1 := cQ _ (pass 1 2 3 (by decide) (by decide))
  have p2 := cP _ (pass 2 0 1 (by decide) (by decide))
  have qp : Commute Q P := cP Q (q0.symm.mul_right q1.symm)
  have xP : Commute X P := cP X ((hX 0).symm.mul_right (hX 1).symm)
  have xQ : Commute X Q := cQ X ((hX 2).symm.mul_right (hX 3).symm)
  have dbl : ∀ K : Matrix (Fin 4) (Fin 4) ℂ, K * K = 1 →
      (1 + K) * (1 + K) = (2 : ℂ) • (1 + K) := by
    intro K hK
    rw [two_smul, mul_add, mul_one, add_mul, one_mul, hK]
    abel
  have c1 : Commute (1 + Q) (1 + P) :=
    (Commute.one_left _).add_left ((Commute.one_right Q).add_right qp)
  -- `E` projects onto a joint eigenspace of `P` and `Q`
  obtain ⟨E, hE⟩ : ∃ E, E = (4⁻¹ : ℂ) • ((1 + P) * (1 + Q)) := ⟨_, rfl⟩
  have hW : (1 + P) * (1 + Q) = (4 : ℂ) • E := by
    rw [hE, smul_smul, mul_inv_cancel₀ (by norm_num : (4 : ℂ) ≠ 0), one_smul]
  have EE : E * E = E := by
    have w : (1 + P) * (1 + Q) * ((1 + P) * (1 + Q)) = (2 * 2 : ℂ) • ((1 + P) * (1 + Q)) := by
      calc _ = (1 + P) * ((1 + Q) * (1 + P)) * (1 + Q) := by simp only [mul_assoc]
        _ = (1 + P) * (1 + P) * ((1 + Q) * (1 + Q)) := by rw [c1.eq]; simp only [mul_assoc]
        _ = _ := by rw [dbl P hP, dbl Q hQ, smul_mul_smul_comm]
    have num : (4⁻¹ * 4⁻¹ * (2 * 2) : ℂ) = 4⁻¹ := by norm_num
    rw [hE, smul_mul_smul_comm, w, smul_smul, num]
  have tE : E.trace = 1 := by
    have f : γ 0 * (P * Q) = -(P * Q * γ 0) := by
      rw [← mul_assoc, fP, neg_mul, mul_assoc, q0.eq, mul_assoc]
    rw [hE, Matrix.trace_smul, add_mul, one_mul, mul_add, mul_one, Matrix.trace_add,
      Matrix.trace_add, Matrix.trace_add, tr0 0 P fP, tr0 2 Q fQ, tr0 0 _ f, Matrix.trace_one]
    simp
  have xE : X * E = E * X := by
    rw [hE]
    exact ((((Commute.one_right X).add_right xP).mul_right
      ((Commute.one_right X).add_right xQ)).smul_right _).eq
  -- its trace is one, so this eigenspace is a line, and `X` acts on it by a number
  have pr : LinearMap.IsProj (LinearMap.range (Matrix.toLin' E)) (Matrix.toLin' E) :=
    ⟨fun x => ⟨x, rfl⟩, by
      rintro _ ⟨x, rfl⟩
      simp only [Matrix.toLin'_apply, Matrix.mulVec_mulVec, EE]⟩
  have f := pr.trace
  rw [LinearMap.trace_eq_matrix_trace ℂ (Pi.basisFun ℂ (Fin 4)), LinearMap.toMatrix_eq_toMatrix',
    LinearMap.toMatrix'_toLin', tE] at f
  have f1 : Module.finrank ℂ (LinearMap.range (Matrix.toLin' E)) = 1 := by exact_mod_cast f.symm
  obtain ⟨w, gen⟩ := finrank_le_one_iff.1 f1.le
  have mem : X *ᵥ (w : Fin 4 → ℂ) ∈ LinearMap.range (Matrix.toLin' E) := by
    obtain ⟨x, hx⟩ := w.2
    refine ⟨X *ᵥ x, ?_⟩
    rw [← hx, Matrix.toLin'_apply, Matrix.toLin'_apply, Matrix.mulVec_mulVec,
      Matrix.mulVec_mulVec, xE]
  obtain ⟨c, hc⟩ := gen ⟨_, mem⟩
  have hc' : c • (w : Fin 4 → ℂ) = X *ᵥ (w : Fin 4 → ℂ) := congrArg Subtype.val hc
  have XE : X * E = c • E := by
    refine Matrix.toLin'.injective (LinearMap.ext fun x => ?_)
    obtain ⟨t, ht⟩ := gen ⟨Matrix.toLin' E x, x, rfl⟩
    have ht' : t • (w : Fin 4 → ℂ) = E *ᵥ x :=
      (congrArg Subtype.val ht).trans (Matrix.toLin'_apply E x)
    have lin : Matrix.toLin' (c • E) = c • Matrix.toLin' E := map_smul Matrix.toLin' c E
    rw [lin, LinearMap.smul_apply, Matrix.toLin'_apply, Matrix.toLin'_apply,
      ← Matrix.mulVec_mulVec, ← ht', Matrix.mulVec_smul, ← hc']
    exact smul_comm t c _
  -- the generators carry this line to the other joint eigenspaces
  have hY : ∀ μ, Commute (γ μ) (X - c • 1) := fun μ =>
    (hX μ).sub_right ((Commute.one_right _).smul_right c)
  have y : (X - c • 1) * (1 + P) * (1 + Q) = 0 := by
    rw [mul_assoc, hW, mul_smul_comm, sub_mul, XE, smul_mul_assoc, one_mul, sub_self, smul_zero]
  have y1 := cancel 2 _ Q ((hY 2).mul_right ((Commute.one_right _).add_right p2)) fQ y
  exact ⟨c, sub_eq_zero.1 (cancel 0 _ P (hY 0) fP y1)⟩
```

Let $X$ commute with all four $\gamma_\mu$. `root` supplies $P=u\gamma_0\gamma_1$ and $Q=v\gamma_2\gamma_3$, with $u,v\in\{1,i\}$ chosen so that $P^2=Q^2=1$. They commute with each other and with $X$, so $E=\tfrac14(1+P)(1+Q)$ is a projector commuting with $X$.

A matrix $K$ that anticommutes with some $\gamma_\mu$ has $\operatorname{tr}K=\operatorname{tr}(\gamma_\mu K\gamma_\mu^{-1})=-\operatorname{tr}K=0$ (`tr0`). This applies to $P$, $Q$ and $PQ$, so $\operatorname{tr}E=1$. The range of $E$ is therefore a line, on which $X$ acts as a number $c$: $XE=cE$.

Thus $(X-c)(1+P)(1+Q)=0$. `cancel` removes the factors: if $Z$ commutes with $\gamma_\mu$, $K$ anticommutes with it and $Z(1+K)=0$, then
$$Z(1-K)\gamma_\mu=Z\gamma_\mu(1+K)=\gamma_\mu Z(1+K)=0.$$
So $Z(1-K)=0$, and adding the two gives $2Z=0$. Using $\gamma_2$ for $Q$, then $\gamma_0$ for $P$, leaves $X=c\,1$.

## The trace test

```lean
/-- For four generators of size 4 and `γ' = T γ T⁻¹` with `T` invertible,
`S = 4 tr(T⁻¹ F) T`, and `S` is invertible exactly when `tr(T⁻¹ F)` is nonzero. -/
theorem intertwiner_eq {ε : Fin 4 → ℤˣ} {γ : Fin 4 → Matrix (Fin 4) (Fin 4) ℂ}
    (h : IsClifford ε γ) {T : Matrix (Fin 4) (Fin 4) ℂ} (hT : IsUnit T)
    (F : Matrix (Fin 4) (Fin 4) ℂ) :
    intertwiner (fun μ => T * γ μ * T⁻¹) γ F = (4 * (T⁻¹ * F).trace) • T ∧
    (IsUnit (intertwiner (fun μ => T * γ μ * T⁻¹) γ F) ↔ (T⁻¹ * F).trace ≠ 0) := by
  have dT := (Matrix.isUnit_iff_isUnit_det T).1 hT
  have red : ∀ l, partialSum (fun μ => T * γ μ * T⁻¹) γ F l =
      T * partialSum γ γ (T⁻¹ * F) l := by
    intro l
    induction l with
    | nil => simp [partialSum, Matrix.mul_nonsing_inv_cancel_left T F dT]
    | cons a l ih =>
      rw [partialSum_cons, partialSum_cons, ih, mul_add]
      refine congrArg₂ (· + ·) rfl ?_
      simp only [Matrix.mul_assoc, Matrix.nonsing_inv_mul_cancel_left _ _ dT]
  have tr : ∀ l, (partialSum γ γ (T⁻¹ * F) l).trace = 2 ^ l.length * (T⁻¹ * F).trace := by
    intro l
    induction l with
    | nil => simp [partialSum]
    | cons a l ih =>
      rw [partialSum_cons, Matrix.trace_add, Matrix.trace_mul_comm (γ a * _),
        Matrix.nonsing_inv_mul_cancel_left _ _ (isUnit_det h a), ih, List.length_cons, pow_succ]
      ring
  obtain ⟨c, hc⟩ := scalar_of_commute h (intertwiner γ γ (T⁻¹ * F))
    (fun μ => (commute_iff_eq _ _).2 (gamma_mul_intertwiner h h (T⁻¹ * F) μ))
  -- the trace fixes the scalar
  have t : (intertwiner γ γ (T⁻¹ * F)).trace =
      2 ^ (List.finRange 4).length * (T⁻¹ * F).trace := by
    unfold intertwiner
    exact tr _
  rw [hc, Matrix.trace_smul, Matrix.trace_one, Fintype.card_fin, List.length_finRange,
    smul_eq_mul] at t
  push_cast at t
  have hc' : c = 4 * (T⁻¹ * F).trace := by linear_combination t / 4
  have main : intertwiner (fun μ => T * γ μ * T⁻¹) γ F = (4 * (T⁻¹ * F).trace) • T := by
    have r : intertwiner (fun μ => T * γ μ * T⁻¹) γ F = T * intertwiner γ γ (T⁻¹ * F) := by
      unfold intertwiner
      exact red _
    rw [r, hc, hc', mul_smul_comm, mul_one]
  refine ⟨main, ?_⟩
  rw [main]
  constructor
  · intro u z
    rw [z, mul_zero, zero_smul] at u
    exact not_isUnit_zero u
  · intro z
    rw [Matrix.isUnit_iff_isUnit_det, Matrix.det_smul]
    exact (isUnit_iff_ne_zero.2 (pow_ne_zero _ (mul_ne_zero (by norm_num : (4 : ℂ) ≠ 0) z))).mul dT
```

Now $\gamma'_\mu=T\gamma_\mu T^{-1}$, with `hT` stating that $T$ is invertible. Pauli's fundamental theorem supplies such a $T$ for any two families of four $4\times4$ matrices that satisfy `IsClifford` with the same signs; here it is assumed.

Since $G'_A=TG_AT^{-1}$, we have $S=TS_0$ with $S_0=\sum_AG_A(T^{-1}F)G_A^{-1}$ (`red`). By the two previous theorems $S_0=c\,1$. Each of its 16 terms has trace $\operatorname{tr}(T^{-1}F)$ (`tr`), so $4c=16\operatorname{tr}(T^{-1}F)$ and
$$S=4\operatorname{tr}(T^{-1}F)\,T.$$
This is invertible exactly when the trace is nonzero. The trace contains $T$, which is usually not known beforehand, but the formula also shows that $S$ is either zero or invertible. In a calculation it is enough to see that $S\ne0$; otherwise one tries another $F$.

For Dirac to chiral, in a common convention for the chiral matrices, only the zeroth matrix changes, from $\begin{pmatrix}1&0\\0&-1\end{pmatrix}$ to $\begin{pmatrix}0&1\\1&0\end{pmatrix}$ in $2\times2$ blocks. With $F=1$, the eight subsets without label 0 each give $1$, and the other eight each give $\gamma'_0\gamma_0^{-1}$:
$$S=8\begin{pmatrix}1&-1\\1&1\end{pmatrix}.$$
Dividing by $8\sqrt2$ makes it unitary, so spinor norms are kept. The choice $F=\gamma_1$ would give $S=0$.

## The Dirac matrices as an instance

```lean
/-- The Dirac matrices with the factor `i` of the third one left out. -/
def diracInt : Fin 4 → Matrix (Fin 4) (Fin 4) ℤ :=
  ![!![1, 0, 0, 0; 0, 1, 0, 0; 0, 0, -1, 0; 0, 0, 0, -1],
    !![0, 0, 0, 1; 0, 0, 1, 0; 0, -1, 0, 0; -1, 0, 0, 0],
    !![0, 0, 0, -1; 0, 0, 1, 0; 0, 1, 0, 0; -1, 0, 0, 0],
    !![0, 0, 1, 0; 0, 0, 0, -1; -1, 0, 0, 0; 0, 1, 0, 0]]
```

These are integer matrices. The third in the list, with label 2, is $\gamma^2$ without its factor $i$.

```lean
/-- The four gamma matrices in the Dirac representation. -/
def diracGamma (μ : Fin 4) : Matrix (Fin 4) (Fin 4) ℂ :=
  (![1, 1, Complex.I, 1] : Fin 4 → ℂ) μ • (Int.castRingHom ℂ).mapMatrix (diracInt μ)
```

`diracGamma` restores that factor. Its values at labels 0 to 3 are the matrices usually written $\gamma^0,\dots,\gamma^3$.

```lean
/-- The Dirac matrices anticommute pairwise and have squares `1, -1, -1, -1`. -/
theorem isClifford_witness : IsClifford ![1, -1, -1, -1] diracGamma := by
  have a : ∀ μ ν, μ ≠ ν → diracInt μ * diracInt ν = -(diracInt ν * diracInt μ) := by
    decide +kernel
  have b : ∀ μ, diracInt μ * diracInt μ =
      (((![1, -1, 1, -1] : Fin 4 → ℤ) μ : ℤ) : Matrix (Fin 4) (Fin 4) ℤ) := by
    decide +kernel
  have p : ∀ μ ν, (Int.castRingHom ℂ).mapMatrix (diracInt μ) *
      (Int.castRingHom ℂ).mapMatrix (diracInt ν) =
      (Int.castRingHom ℂ).mapMatrix (diracInt μ * diracInt ν) := fun μ ν =>
    ((Int.castRingHom ℂ).mapMatrix.map_mul (diracInt μ) (diracInt ν)).symm
  refine ⟨fun μ => ?_, fun μ ν e => ?_⟩
  · rw [diracGamma, smul_mul_smul_comm, p, b, map_intCast]
    fin_cases μ <;> simp
  · rw [diracGamma, diracGamma, smul_mul_smul_comm, smul_mul_smul_comm, p μ ν, p ν μ,
      a μ ν e, map_neg, smul_neg, mul_comm ((![1, 1, Complex.I, 1] : Fin 4 → ℂ) μ)]

end

end CliffordIntertwiner
```

They satisfy `IsClifford` with signs $(1,-1,-1,-1)$. `decide +kernel` computes the integer products, and the factor $i$ turns the square at label 2 from $+1$ into $-1$.

```lean
#print axioms CliffordIntertwiner.gamma_mul_intertwiner
#print axioms CliffordIntertwiner.intertwiner_eq
```

```
'CliffordIntertwiner.gamma_mul_intertwiner' depends on axioms: [propext, Classical.choice, Quot.sound]
'CliffordIntertwiner.intertwiner_eq' depends on axioms: [propext, Classical.choice, Quot.sound]
```
